# The mean-field energy gradient with a changing metric, and first-order direct perturbation theory for independent electrons

All matrices are real. There are finitely many basis functions, indexed by `n`, and finitely many occupied orbitals, indexed by `k`. The orbital coefficients form a matrix $C$ with one column per orbital. Each column holds one electron, so the density matrix $D=CC^T$ carries no extra occupation factor. A prime denotes a derivative with respect to the perturbation parameter $t$.

```lean
import Mathlib

open Matrix Topology

namespace DirectPerturbationTheory

noncomputable section

variable {m n k : Type*} [Fintype n] [DecidableEq n] [Fintype k] [DecidableEq k]
```

`Type*` lets the index sets be arbitrary, and `Fintype` makes them finite. The spare index `m` serves rectangular matrices.

```lean
/-- The matrix function `A` has the entrywise derivative `A'` at `t`. -/
def HasMatDeriv {m n : Type*} (A : ℝ → Matrix m n ℝ) (A' : Matrix m n ℝ) (t : ℝ) : Prop :=
  ∀ i j, HasDerivAt (fun s => A s i j) (A' i j) t
```

`HasMatDeriv A A' t` says that every entry $A_{ij}(s)$ is differentiable at $s=t$ with derivative $A'_{ij}$.

```lean
/-- The density matrix `C Cᵀ` of the occupied orbitals. -/
def density (C : Matrix n k ℝ) : Matrix n n ℝ := C * Cᵀ
```

This is $D=CC^T$.

```lean
/-- The energy-weighted density matrix `C diag(e) Cᵀ`. -/
def energyWeighted (C : Matrix n k ℝ) (e : k → ℝ) : Matrix n n ℝ := C * diagonal e * Cᵀ
```

With orbital energies $e$ and $\varepsilon=\mathrm{diag}(e)$, this is the energy-weighted density $Q=C\varepsilon C^T$.

```lean
/-- The mean-field energy `Tr(D h) + Tr(D G(D)) / 2`. -/
def energy (h : Matrix n n ℝ) (G : Matrix n n ℝ →ₗ[ℝ] Matrix n n ℝ) (D : Matrix n n ℝ) : ℝ :=
  Matrix.trace (D * h) + Matrix.trace (D * G D) / 2
```

The energy is $E=\mathrm{tr}(Dh)+\tfrac12\mathrm{tr}(D\,G(D))$. Here $h$ is the one-electron matrix and $G$ the two-electron map. The arrow `→ₗ[ℝ]` makes $G$ linear in the density, as in Hartree–Fock theory; a nonlinear density functional is not covered.

## Rules for differentiating matrices

```lean
omit [DecidableEq n] in
/-- Product rule for matrix functions. -/
theorem HasMatDeriv.mul {l : Type*} {A : ℝ → Matrix m n ℝ} {B : ℝ → Matrix n l ℝ}
    {A' : Matrix m n ℝ} {B' : Matrix n l ℝ} {t : ℝ}
    (hA : HasMatDeriv A A' t) (hB : HasMatDeriv B B' t) :
    HasMatDeriv (fun s => A s * B s) (A' * B t + A t * B') t := by
  intro i j
  have := HasDerivAt.fun_sum (u := Finset.univ) (fun a _ => (hA i a).fun_mul (hB a j))
  simpa only [Matrix.mul_apply, Matrix.add_apply, Finset.sum_add_distrib] using this
```

This is $(AB)'=A'B+AB'$. The proof applies the scalar product rule to each term of $\sum_a A_{ia}B_{aj}$.

```lean
omit [DecidableEq n] in
/-- The derivative of a trace is the trace of the derivative. -/
theorem HasMatDeriv.trace {A : ℝ → Matrix n n ℝ} {A' : Matrix n n ℝ} {t : ℝ}
    (hA : HasMatDeriv A A' t) : HasDerivAt (fun s => Matrix.trace (A s)) (Matrix.trace A') t := by
  have := HasDerivAt.fun_sum (u := Finset.univ) (fun a _ => hA a a)
  simpa only [Matrix.trace, Matrix.diag_apply] using this
```

The trace is a finite sum of entries, so $(\mathrm{tr}\,A)'=\mathrm{tr}\,A'$.

```lean
/-- The two-electron matrix `G(t)(D(t))` changes through the integrals and through the density. -/
theorem HasMatDeriv.twoElectron {G : ℝ → Matrix n n ℝ →ₗ[ℝ] Matrix n n ℝ}
    {G' : Matrix n n ℝ →ₗ[ℝ] Matrix n n ℝ} {D : ℝ → Matrix n n ℝ} {D' : Matrix n n ℝ} {t : ℝ}
    (hG : ∀ B, HasMatDeriv (fun s => G s B) (G' B) t) (hD : HasMatDeriv D D' t) :
    HasMatDeriv (fun s => G s (D s)) (G' (D t) + G t D') t := by
  -- expand the argument in matrix units
  have expand : ∀ (L : Matrix n n ℝ →ₗ[ℝ] Matrix n n ℝ) (B : Matrix n n ℝ) (i j : n),
      L B i j = ∑ a, ∑ b, B a b * L (Matrix.single a b 1) i j := by
    intro L B i j
    conv_lhs => rw [Matrix.matrix_eq_sum_single B]
    simp only [map_sum, Matrix.sum_apply]
    refine Finset.sum_congr rfl fun a _ => Finset.sum_congr rfl fun b _ => ?_
    have hs : Matrix.single a b (B a b) = B a b • Matrix.single a b (1 : ℝ) := by
      rw [Matrix.smul_single, smul_eq_mul, mul_one]
    rw [hs, map_smul, Matrix.smul_apply, smul_eq_mul]
  intro i j
  have key := HasDerivAt.fun_sum (u := Finset.univ) fun a _ =>
    HasDerivAt.fun_sum (u := Finset.univ) fun b _ =>
      (hD a b).fun_mul (hG (Matrix.single a b 1) i j)
  refine (key.congr_deriv ?_).congr_of_eventuallyEq
    (Filter.Eventually.of_forall fun s => expand (G s) (D s) i j)
  rw [Matrix.add_apply, expand G' (D t), expand (G t) D']
  simp only [Finset.sum_add_distrib]
  exact add_comm _ _
```

The two-electron matrix depends on $t$ twice, through the integrals and through the density. Let $E_{ab}$ be the matrix with a single 1 at position $(a,b)$. By linearity,
$$G_s(D(s))_{ij}=\sum_{ab}D_{ab}(s)\,G_s(E_{ab})_{ij}.$$
The product rule then gives $(G(D))'=G'(D)+G(D')$, where $G'$ differentiates the map at a fixed argument. In the proof, `expand` is the displayed sum and `key` is its derivative.

## The density response becomes a metric term

```lean
omit [DecidableEq n] in
/-- For symmetric `F` and `S`, and orbitals obeying `F C = S C diag(e)` and the differentiated
orthonormality condition, the density response traced with `F` is minus the energy-weighted density
traced with `S'`. -/
theorem trace_density_response {F S S' : Matrix n n ℝ} {C C' : Matrix n k ℝ} {e : k → ℝ}
    (hF : Fᵀ = F) (hS : Sᵀ = S) (scf : F * C = S * C * diagonal e)
    (orth : (C'ᵀ * S + Cᵀ * S') * C + Cᵀ * S * C' = 0) :
    Matrix.trace ((C' * Cᵀ + C * C'ᵀ) * F) = -Matrix.trace (energyWeighted C e * S') := by
  have h1 : Matrix.trace (C * C'ᵀ * F) = Matrix.trace (C'ᵀ * S * C * diagonal e) := by
    rw [Matrix.mul_assoc, Matrix.trace_mul_comm, Matrix.mul_assoc, scf]
    simp only [Matrix.mul_assoc]
  have h2 : Matrix.trace (C' * Cᵀ * F) = Matrix.trace (C * C'ᵀ * F) := by
    rw [← Matrix.trace_transpose (C' * Cᵀ * F)]
    simp only [Matrix.transpose_mul, Matrix.transpose_transpose, hF]
    exact Matrix.trace_mul_comm _ _
  have h3 : Matrix.trace (Cᵀ * S * C' * diagonal e)
      = Matrix.trace (C'ᵀ * S * C * diagonal e) := by
    rw [← Matrix.trace_transpose (Cᵀ * S * C' * diagonal e)]
    simp only [Matrix.transpose_mul, Matrix.transpose_transpose, hS, Matrix.diagonal_transpose]
    rw [Matrix.trace_mul_comm]
    simp only [Matrix.mul_assoc]
  have h4 : Matrix.trace (Cᵀ * S' * C * diagonal e)
      = Matrix.trace (energyWeighted C e * S') := by
    rw [Matrix.mul_assoc (Cᵀ * S'), Matrix.trace_mul_comm]
    simp only [energyWeighted, Matrix.mul_assoc]
  -- weight the orthonormality condition with the orbital energies
  have h5 := congrArg (fun M => Matrix.trace (M * diagonal e)) orth
  simp only [Matrix.add_mul, Matrix.trace_add, Matrix.zero_mul, Matrix.trace_zero] at h5
  rw [Matrix.add_mul, Matrix.trace_add]
  linarith
```

Here $F$ is the mean-field (Fock) matrix and $S$ the metric, which in an ordinary nonrelativistic calculation is the overlap matrix of the basis functions. Let both be symmetric, with $FC=SC\varepsilon$. The hypothesis `orth` is the derivative of $C^TSC=1$:
$$C'^TSC+C^TS'C+C^TSC'=0.$$
The claim is $\mathrm{tr}(D'F)=-\mathrm{tr}(QS')$, with $D'=C'C^T+CC'^T$.

By cyclicity and the orbital equation (`h1`),
$$\mathrm{tr}(CC'^TF)=\mathrm{tr}(C'^TFC)=\mathrm{tr}(C'^TSC\varepsilon).$$
Transposition shows that the other half of $D'$ contributes equally (`h2`), so $\mathrm{tr}(D'F)=2\,\mathrm{tr}(C'^TSC\varepsilon)$.

Now multiply the orthonormality condition by $\varepsilon$ and take the trace (`h5`). Its first and third terms agree by transposition (`h3`), and the middle one is $\mathrm{tr}(QS')$ (`h4`). Hence
$$2\,\mathrm{tr}(C'^TSC\varepsilon)=-\mathrm{tr}(QS').$$
`linarith` combines these linear relations.

## The gradient theorem

```lean
/-- The mean-field energy gradient for orthonormal, self-consistent orbitals, with a perturbed
Hamiltonian, metric and two-electron map: `E' = Tr(D h') + Tr(D G'(D)) / 2 - Tr(C diag(e) Cᵀ S')`.
-/
theorem energy_gradient {h S : ℝ → Matrix n n ℝ} {h' S' : Matrix n n ℝ}
    {G : ℝ → Matrix n n ℝ →ₗ[ℝ] Matrix n n ℝ} {G' : Matrix n n ℝ →ₗ[ℝ] Matrix n n ℝ}
    {C : ℝ → Matrix n k ℝ} {C' : Matrix n k ℝ} {e : k → ℝ} {t : ℝ}
    (dh : HasMatDeriv h h' t) (dS : HasMatDeriv S S' t)
    (dG : ∀ B, HasMatDeriv (fun s => G s B) (G' B) t) (dC : HasMatDeriv C C' t)
    (hh : (h t)ᵀ = h t) (hS : (S t)ᵀ = S t)
    (hG : ∀ A, Aᵀ = A → (G t A)ᵀ = G t A)
    (adj : ∀ A B, Matrix.trace (A * G t B) = Matrix.trace (B * G t A))
    (orth : ∀ᶠ s in 𝓝 t, (C s)ᵀ * S s * C s = 1)
    (scf : (h t + G t (density (C t))) * C t = S t * C t * diagonal e) :
    HasDerivAt (fun s => energy (h s) (G s) (density (C s)))
      (Matrix.trace (density (C t) * h') + Matrix.trace (density (C t) * G' (density (C t))) / 2
        - Matrix.trace (energyWeighted (C t) e * S')) t := by
  have dCt : HasMatDeriv (fun s => (C s)ᵀ) C'ᵀ t := fun i j => dC j i
  have dD : HasMatDeriv (fun s => density (C s)) (C' * (C t)ᵀ + C t * C'ᵀ) t := dC.mul dCt
  -- orthonormality persists along the perturbation
  have dO : (C'ᵀ * S t + (C t)ᵀ * S') * C t + (C t)ᵀ * S t * C' = 0 := by
    ext i j
    have c : HasDerivAt (fun s => ((C s)ᵀ * S s * C s) i j) 0 t :=
      (hasDerivAt_const t ((1 : Matrix k k ℝ) i j)).congr_of_eventuallyEq
        (orth.mono fun s hs => congrFun (congrFun hs i) j)
    exact ((dCt.mul dS).mul dC i j).unique c
  have hD : (density (C t))ᵀ = density (C t) := by
    simp only [density, Matrix.transpose_mul, Matrix.transpose_transpose]
  have key := trace_density_response
    (by rw [Matrix.transpose_add, hh, hG _ hD]) hS scf dO
  have self := adj (density (C t)) (C' * (C t)ᵀ + C t * C'ᵀ)
  have dE := (dD.mul dh).trace.fun_add
    ((dD.mul (HasMatDeriv.twoElectron dG dD)).trace.div_const 2)
  refine dE.congr_deriv ?_
  simp only [Matrix.mul_add, Matrix.trace_add] at key ⊢
  linear_combination key + self / 2
```

The names in parentheses are hypotheses, and the conclusion follows the last colon:
$$E'=\mathrm{tr}(Dh')+\tfrac12\mathrm{tr}(D\,G'(D))-\mathrm{tr}(QS').$$

- `dh`, `dS`, `dG` and `dC` assume differentiability at $t$. For the orbitals this is assumed, not derived.
- `hh`, `hS` and `hG` say that $h$ and $S$ are symmetric at $t$ and that $G$ preserves symmetry there.
- `adj` is $\mathrm{tr}(A\,G(B))=\mathrm{tr}(B\,G(A))$. It stands for the symmetry of the two-electron integrals under exchange of the two electrons.
- `orth` requires $C^TSC=1$ throughout a neighbourhood of $t$, written `∀ᶠ s in 𝓝 t`.
- `scf` requires $(h+G(D))C=SC\varepsilon$ only at $t$.

The metric $S$ may be singular, which matters below.

By hand, the product rules give
$$E'=\mathrm{tr}(D'h)+\mathrm{tr}(Dh')+\tfrac12\big[\mathrm{tr}(D'G(D))+\mathrm{tr}(D\,G'(D))+\mathrm{tr}(D\,G(D'))\big].$$
By `adj`, the first and last terms in the bracket are equal. Together with $\mathrm{tr}(D'h)$ they form $\mathrm{tr}(D'F)$, where $F=h+G(D)$. The previous theorem replaces this by $-\mathrm{tr}(QS')$.

In Lean, `dO` differentiates the orthonormality condition, `dE` is the expanded derivative, and `linear_combination key + self / 2` makes the two replacements. At self-consistency, the first derivative of this mean-field energy therefore needs no orbital response $C'$.

## The modified Dirac equation

```lean
/-- The modified Dirac Hamiltonian matrix with blocks `V, T, T, lam W / 4 - T`, where `lam`
stands for `1 / c ^ 2`. -/
def diracHam (T V W : Matrix n n ℝ) (lam : ℝ) : Matrix (n ⊕ n) (n ⊕ n) ℝ :=
  fromBlocks V T T (-T) + lam • fromBlocks 0 0 0 ((1 / 4 : ℝ) • W)
```

Let $\lambda=1/c^2$ in atomic units, written `lam`, and measure energies from the rest energy of the electron. The small component of an orbital is written as $\boldsymbol\sigma\cdot\mathbf p/(2c)$ acting on an expansion in the same basis as the large one; the coefficients of that expansion are the small coefficients. The large and small coefficients are stacked, hence the index `n ⊕ n`, and
$$H(\lambda)=\begin{pmatrix}V&T\\T&\lambda W/4-T\end{pmatrix}.$$
$V$ and $T$ are the potential and kinetic matrices. $W$ represents the potential between two momentum operators; in a basis of real spatial functions, its spin-free part is a real matrix.

```lean
/-- The modified Dirac metric with diagonal blocks `S` and `lam T / 2`. -/
def diracMetric (S T : Matrix n n ℝ) (lam : ℝ) : Matrix (n ⊕ n) (n ⊕ n) ℝ :=
  fromBlocks S 0 0 0 + lam • fromBlocks 0 0 0 ((1 / 2 : ℝ) • T)
```

The metric is $M(\lambda)=\mathrm{diag}(S,\lambda T/2)$, where $S$ is now the fixed nonrelativistic overlap. At $\lambda=0$ its lower block vanishes.

```lean
/-- For invertible `T`, the modified Dirac equation at `lam = 0` holds exactly when the small
and large coefficients agree and solve the Schrödinger matrix equation. -/
theorem levyLeblond_iff {S T V W : Matrix n n ℝ} {A B : Matrix n k ℝ} {e : k → ℝ}
    (hT : IsUnit T.det) :
    diracHam T V W 0 * fromRows A B = diracMetric S T 0 * fromRows A B * diagonal e ↔
      B = A ∧ (T + V) * A = S * A * diagonal e := by
  simp only [diracHam, diracMetric, zero_smul, add_zero, fromBlocks_mul_fromRows, fromRows_mul,
    fromRows_ext_iff, Matrix.zero_mul, Matrix.neg_mul]
  constructor
  · rintro ⟨h1, h2⟩
    have h3 : T * B = T * A := by
      rw [← sub_eq_add_neg] at h2
      exact (sub_eq_zero.mp h2).symm
    have hAB : B = A := by
      have h4 := congrArg (fun M => T⁻¹ * M) h3
      simpa only [← Matrix.mul_assoc, Matrix.nonsing_inv_mul T hT, Matrix.one_mul] using h4
    refine ⟨hAB, ?_⟩
    rw [Matrix.add_mul, add_comm, ← h1, hAB]
  · rintro ⟨rfl, h1⟩
    exact ⟨by rw [← h1, Matrix.add_mul, add_comm], add_neg_cancel _⟩
```

`fromRows A B` stacks the large coefficients $A$ on the small coefficients $B$. At $\lambda=0$ the two block rows read
$$VA+TB=SA\varepsilon,\qquad TA-TB=0.$$
Since $T$ is invertible (`IsUnit T.det`), the second gives $B=A$, and the first becomes $(T+V)A=SA\varepsilon$, the Schrödinger matrix equation. Substituting back proves the converse. For square-integrable basis functions on all of space, $T$ is invertible exactly when they are linearly independent. In a periodic cell, a constant function in the basis would make $T$ singular.

```lean
/-- First-order direct perturbation theory for independent electrons: the energy derivative in `lam`
at zero is `Tr(D W) / 4 - Tr(A diag(e) Aᵀ T) / 2`, with `D = A Aᵀ` and `A` the large coefficients at
zero. -/
theorem dpt_first_order {S T V W : Matrix n n ℝ} {A B : Matrix n k ℝ} {e : k → ℝ}
    {X : ℝ → Matrix (n ⊕ n) k ℝ} {X' : Matrix (n ⊕ n) k ℝ}
    (hS : Sᵀ = S) (hT : Tᵀ = T) (hV : Vᵀ = V) (hdet : IsUnit T.det)
    (dX : HasMatDeriv X X' 0) (hX : X 0 = fromRows A B)
    (orth : ∀ᶠ lam in 𝓝 (0 : ℝ), (X lam)ᵀ * diracMetric S T lam * X lam = 1)
    (eig : diracHam T V W 0 * X 0 = diracMetric S T 0 * X 0 * diagonal e) :
    HasDerivAt (fun lam => Matrix.trace (density (X lam) * diracHam T V W lam))
      (Matrix.trace (density A * W) / 4 - Matrix.trace (energyWeighted A e * T) / 2) 0 := by
  have affine : ∀ M N : Matrix (n ⊕ n) (n ⊕ n) ℝ, HasMatDeriv (fun s => M + s • N) N 0 :=
    fun M N i j => (((hasDerivAt_id' (0 : ℝ)).mul_const (N i j)).const_add (M i j)).congr_deriv
      (one_mul _)
  have hBA : B = A := ((levyLeblond_iff hdet).mp (hX ▸ eig)).1
  have g := energy_gradient (h := diracHam T V W) (S := diracMetric S T)
    (G := fun _ => 0) (G' := 0) (e := e) (affine _ _) (affine _ _)
    (fun _ _ _ => hasDerivAt_const (0 : ℝ) (0 : ℝ)) dX
    (by simp [diracHam, fromBlocks_transpose, hT, hV])
    (by simp [diracMetric, fromBlocks_transpose, hS])
    (fun _ _ => by simp) (fun _ _ => by simp) orth
    (by simpa only [LinearMap.zero_apply, add_zero] using eig)
  simp only [energy, LinearMap.zero_apply, Matrix.mul_zero, Matrix.trace_zero, zero_div,
    add_zero] at g
  refine g.congr_deriv ?_
  -- only the small-component block meets the perturbation
  have hw : fromRows A A * diagonal e = fromRows (A * diagonal e) (A * diagonal e) := by
    rw [fromRows_mul]
  rw [hX, hBA]
  simp only [density, energyWeighted, transpose_fromRows]
  rw [hw, fromRows_mul_fromCols, fromRows_mul_fromCols]
  have tb : ∀ P Q R U : Matrix n n ℝ,
      Matrix.trace (fromBlocks P Q R U) = Matrix.trace P + Matrix.trace U := by
    intro P Q R U
    simp [Matrix.trace, Fintype.sum_sum_type]
  simp only [fromBlocks_multiply, tb, Matrix.mul_zero, zero_add,
    Matrix.trace_zero, Matrix.mul_smul, Matrix.trace_smul, smul_eq_mul]
  ring
```

Let $S$, $T$ and $V$ be symmetric and $T$ invertible. Let $X(\lambda)$ be a family of stacked coefficients, differentiable at zero, orthonormal in $M(\lambda)$ near zero and solving the Dirac equation at zero. Then
$$\frac{d}{d\lambda}\mathrm{tr}(XX^TH)\Big|_{0}=\tfrac14\mathrm{tr}(AA^TW)-\tfrac12\mathrm{tr}(A\varepsilon A^TT).$$
With the spin-free $W$, this derivative times $1/c^2$ is the first-order scalar relativistic correction to the total energy of non-interacting electrons, provided that the perturbation does not mix occupied orbitals with empty ones of the same energy. Spin–orbit coupling is left out. The correction needs no relativistic coefficients. Besides the matrices $W$ and $T$, it uses the nonrelativistic coefficients, normalised by $A^TSA=1$, and their orbital energies.

The proof applies the gradient theorem with $G=0$. Here $H'=\mathrm{diag}(0,W/4)$ and $M'=\mathrm{diag}(0,T/2)$. Because $B=A$, every block of $XX^T$ at zero is $AA^T$, and every block of $X\varepsilon X^T$ is $A\varepsilon A^T$. Only the lower right blocks meet the perturbation, and they give the two terms.

The derivative is two-sided, so the family must extend to small negative $\lambda$, although physical values are positive. Its existence is assumed. Electron interaction and higher orders are not treated.

## A model with a moving metric

```lean
/-- A model orbital in two basis functions, with coefficients `exp(-t)` and `0`. -/
def modelOrbital (t : ℝ) : Matrix (Fin 2) (Fin 1) ℝ := !![Real.exp (-t); 0]
```

The single orbital is $C(t)=(e^{-t},0)^T$.

```lean
/-- A model metric with diagonal entries `exp(2t)` and `1`. -/
def modelMetric (t : ℝ) : Matrix (Fin 2) (Fin 2) ℝ := !![Real.exp (2 * t), 0; 0, 1]
```

The metric is $S(t)=\mathrm{diag}(e^{2t},1)$.

```lean
/-- The model orbital is differentiable at zero, stays normalised in the model metric, and solves
the self-consistent equation at zero with `h = diag(1, 3)`, `G(D) = D` and orbital energy `2`. -/
theorem energy_gradient_witness :
    HasMatDeriv modelOrbital !![-1; 0] 0 ∧
    (∀ t, (modelOrbital t)ᵀ * modelMetric t * modelOrbital t = 1) ∧
    ((!![1, 0; 0, 3] : Matrix (Fin 2) (Fin 2) ℝ) +
      (LinearMap.id : Matrix (Fin 2) (Fin 2) ℝ →ₗ[ℝ] Matrix (Fin 2) (Fin 2) ℝ)
      (density (modelOrbital 0))) * modelOrbital 0
      = modelMetric 0 * modelOrbital 0 * diagonal (fun _ : Fin 1 => (2 : ℝ)) := by
  refine ⟨?_, ?_, ?_⟩
  · have h : HasDerivAt (fun s : ℝ => Real.exp (-s)) (-1) 0 := by
      simpa using (hasDerivAt_neg (0 : ℝ)).exp
    intro i j
    fin_cases i <;> fin_cases j
    · exact h
    · exact hasDerivAt_const (0 : ℝ) (0 : ℝ)
  · intro t
    have he : Real.exp (-t) * Real.exp (2 * t) * Real.exp (-t) = 1 := by
      rw [← Real.exp_add, ← Real.exp_add, show -t + 2 * t + -t = 0 by ring, Real.exp_zero]
    ext i j
    fin_cases i; fin_cases j
    simpa [modelOrbital, modelMetric, Matrix.mul_apply, Fin.sum_univ_succ] using he
  · ext i j
    -- pass to entries before inserting the explicit matrices
    simp only [density, LinearMap.id_apply, Matrix.mul_apply, Matrix.add_apply,
      Matrix.transpose_apply]
    fin_cases i <;> fin_cases j <;>
      norm_num [modelOrbital, modelMetric, Fin.sum_univ_succ]

end

end DirectPerturbationTheory
```

The model is an algebraic test, not a physical one-electron system: $G(D)=D$ makes the single electron interact with itself, which Hartree–Fock theory excludes. The theorem checks three relations. The orbital has derivative $(-1,0)^T$ at zero. It stays normalised, since $e^{-t}e^{2t}e^{-t}=1$. With $h=\mathrm{diag}(1,3)$ and $G(D)=D$, the density at zero is $\mathrm{diag}(1,0)$, so $F=\mathrm{diag}(2,3)$ and $FC=2\,SC$. The three parts of the proof follow this order.

The value of the gradient is checked here by hand, not in Lean: for constant $h$ and $G$, the formula gives $-\mathrm{tr}(QS')=-4$, which agrees with differentiating $E(t)=e^{-2t}+\tfrac12e^{-4t}$ at zero.

```lean
#print axioms DirectPerturbationTheory.dpt_first_order
```

```
'DirectPerturbationTheory.dpt_first_order' depends on axioms: [propext, Classical.choice, Quot.sound]
```
